# Sharvin mode count: the mode density of a large square contact

To estimate the conductance of a wide ballistic contact, one replaces the count of its open transverse modes by the area of the Fermi disc in wavevector space divided by the area per mode. The problems below bound the error of that replacement for a square contact of side \(L\) with periodic transverse boundary conditions, and show that the count per area converges as \(L\) grows. The result bears on contact resistance in device simulation for non-interacting electrons with a circular Fermi disc and perfectly transmitted modes.

## Modes, lattice points and unit squares

With periodic transverse boundary conditions the wavevectors are \(2\pi(n,m)/L\), with \(n,m\) integers. A mode is open if its wavevector has length at most \(k_F\), the Fermi wavevector. Let \(M(L)\) be the number of open modes, each orbital mode counted once; spin is left to the conductance per mode.

```lean
import Mathlib

open MeasureTheory Filter Topology
open scoped Real

namespace SharvinModeCount

noncomputable section
```

In units of \(2\pi/L\) the modes are integer points. Let \(N(R)\) be the number of pairs \(p=(n,m)\) with \(n^2+m^2\le R^2\). In Lean, `latticeDisc R` is the set of these pairs and `latticeCount R` is its cardinality.

```lean
/-- The integer pairs `(n, m)` with `n² + m² ≤ R²`. -/
def latticeDisc (R : ℝ) : Set (ℤ × ℤ) := {p | (p.1 : ℝ) ^ 2 + (p.2 : ℝ) ^ 2 ≤ R ^ 2}

/-- The number `N(R)` of integer pairs with `n² + m² ≤ R²`. -/
def latticeCount (R : ℝ) : ℕ := (latticeDisc R).ncard
```

The contact has its own definitions, written with wavevectors: `openModes kF L` is the set of open modes, and `modeCount kF L` is \(M(L)\).

```lean
/-- The open transverse modes of a square contact of side `L ≠ 0` with periodic transverse boundary
conditions: the pairs `(n, m)` whose wavevector `2π(n, m)/L` has length at most `|kF|`. -/
def openModes (kF L : ℝ) : Set (ℤ × ℤ) :=
  {p | (2 * π * p.1 / L) ^ 2 + (2 * π * p.2 / L) ^ 2 ≤ kF ^ 2}

/-- The number of open transverse modes of a square contact of side `L ≠ 0`. -/
def modeCount (kF L : ℝ) : ℕ := (openModes kF L).ncard
```

To compare a count with an area, place \(p\) at \(z_p=n+im\) in the complex plane and centre a unit square \(Q_p\) on it. The square includes its left and lower edges but not the opposite ones, so neighbours share no points.

```lean
/-- The integer pair `(n, m)` as the point `n + i m` of the plane. -/
def point (p : ℤ × ℤ) : ℂ := ⟨p.1, p.2⟩

/-- The half-open unit square centred at the lattice point `(n, m)`. -/
def cell (p : ℤ × ℤ) : Set ℂ :=
  {w | w.re ∈ Set.Ico ((p.1 : ℝ) - 1 / 2) (p.1 + 1 / 2) ∧
    w.im ∈ Set.Ico ((p.2 : ℝ) - 1 / 2) (p.2 + 1 / 2)}
```

## (a) Finiteness of the count

Show that for every real \(R\)
\[ \#\{(n,m): n^2+m^2\le R^2\}<\infty . \]

**Solution.** Each coordinate satisfies \(n^2\le R^2\), hence \(|n|\le|R|\le\lceil|R|\rceil\), and likewise for \(m\). The pairs therefore lie in a finite square grid. This matters because `ncard` assigns zero to an infinite set.

```lean
/-- Only finitely many integer pairs lie in a disc. -/
theorem latticeDisc_finite (R : ℝ) : (latticeDisc R).Finite := by
  refine ((Set.finite_Icc (-⌈|R|⌉) ⌈|R|⌉).prod (Set.finite_Icc (-⌈|R|⌉) ⌈|R|⌉)).subset ?_
  have key : ∀ n : ℤ, (n : ℝ) ^ 2 ≤ R ^ 2 → n ∈ Set.Icc (-⌈|R|⌉) ⌈|R|⌉ := by
    intro n hn
    have h := abs_le.mp ((sq_le_sq.mp hn).trans (Int.le_ceil |R|))
    exact ⟨by exact_mod_cast h.1, by exact_mod_cast h.2⟩
  intro p hp
  have hp' : (p.1 : ℝ) ^ 2 + (p.2 : ℝ) ^ 2 ≤ R ^ 2 := hp
  exact ⟨key _ (by nlinarith [sq_nonneg (p.2 : ℝ)]), key _ (by nlinarith [sq_nonneg (p.1 : ℝ)])⟩
```

## (b) The area of one square

Show that \(Q_p\) is measurable and
\[ \operatorname{area}(Q_p)=1 . \]

**Solution.** The square is the product of \([n-\tfrac12,n+\tfrac12)\) and \([m-\tfrac12,m+\tfrac12)\), each of length one. Lean carries the same product from \(\mathbb R^2\) to \(\mathbb C\) by a measure-preserving map.

```lean
/-- Each cell is measurable and has area one. -/
theorem cell_volume (p : ℤ × ℤ) : MeasurableSet (cell p) ∧ volume (cell p) = 1 := by
  have h : cell p = Complex.measurableEquivRealProd ⁻¹'
      (Set.Ico ((p.1 : ℝ) - 1 / 2) (p.1 + 1 / 2) ×ˢ
        Set.Ico ((p.2 : ℝ) - 1 / 2) (p.2 + 1 / 2)) := by
    ext w
    simp [cell, Complex.measurableEquivRealProd_apply]
  have hS : MeasurableSet (Set.Ico ((p.1 : ℝ) - 1 / 2) (p.1 + 1 / 2) ×ˢ
      Set.Ico ((p.2 : ℝ) - 1 / 2) (p.2 + 1 / 2)) := measurableSet_Ico.prod measurableSet_Ico
  have e : ∀ x : ℝ, x + 1 / 2 - (x - 1 / 2) = 1 := fun x => by ring
  rw [h]
  refine ⟨Complex.measurableEquivRealProd.measurable hS, ?_⟩
  rw [Complex.volume_preserving_equiv_real_prod.measure_preimage hS.nullMeasurableSet,
    Measure.volume_eq_prod, Measure.prod_prod, Real.volume_Ico, Real.volume_Ico]
  simp only [e, ENNReal.ofReal_one, one_mul]
```

## (c) The distance from the centre

Show that for \(w\in Q_p\)
\[ |w-z_p|\le \tfrac{\sqrt2}{2}. \]

**Solution.** Both coordinates of \(w-z_p\) are at most \(\tfrac12\) in size, so \(|w-z_p|^2\le\tfrac14+\tfrac14=\tfrac12\). Take the root. The Lean proof also compares squares, with `a` and `b` as the two coordinate bounds.

```lean
/-- Every point of a cell lies within half a diagonal, `√2/2`, of the centre. -/
theorem cell_radius {p : ℤ × ℤ} {w : ℂ} (hw : w ∈ cell p) : ‖w - point p‖ ≤ √2 / 2 := by
  obtain ⟨⟨h1, h2⟩, h3, h4⟩ := hw
  have hs : (√2 / 2) ^ 2 = 1 / 2 := by
    rw [div_pow, Real.sq_sqrt (by norm_num)]; norm_num
  refine (sq_le_sq₀ (norm_nonneg _) (by positivity)).mp ?_
  rw [Complex.sq_norm, Complex.normSq_apply, hs]
  simp only [point, Complex.sub_re, Complex.sub_im]
  have a : (w.re - p.1) ^ 2 ≤ 1 / 4 := by nlinarith
  have b : (w.im - p.2) ^ 2 ≤ 1 / 4 := by nlinarith
  linarith [sq (w.re - p.1), sq (w.im - p.2)]
```

## (d) Counting by modulus

Show that for \(R\ge0\)
\[ n^2+m^2\le R^2\iff |z_p|\le R . \]

**Solution.** We have \(|z_p|^2=n^2+m^2\), and squaring preserves order between non-negative numbers.

```lean
/-- For `R ≥ 0` an integer pair is counted exactly when its point has modulus at most `R`. -/
private theorem mem_disc_iff {R : ℝ} (hR : 0 ≤ R) (p : ℤ × ℤ) :
    p ∈ latticeDisc R ↔ ‖point p‖ ≤ R := by
  rw [← sq_le_sq₀ (norm_nonneg _) hR, Complex.sq_norm, Complex.normSq_apply]
  simp only [latticeDisc, point, Set.mem_ofPred_eq, sq]
```

## (e) The area of a disc

Show that a disc of radius \(r\ge0\) has
\[ \operatorname{area}=\pi r^2 . \]

**Solution.** In polar coordinates the area is \(\int_0^r2\pi\rho\,d\rho=\pi r^2\). Lean takes the formula from Mathlib and puts it in the form needed below.

```lean
/-- The disc of radius `r ≥ 0` has area `πr²`. -/
private theorem disc_area {r : ℝ} (hr : 0 ≤ r) :
    volume (Metric.closedBall (0 : ℂ) r) = ENNReal.ofReal (π * r ^ 2) := by
  rw [Complex.volume_closedBall, mul_comm (ENNReal.ofReal r ^ 2),
    ENNReal.ofReal_mul Real.pi_pos.le, ENNReal.ofReal_pow hr, ← NNReal.coe_real_pi,
    ENNReal.ofReal_coe_nnreal]
```

## (f) An upper bound on the count

Show that for \(R\ge0\)
\[ N(R)\le\pi\left(R+\tfrac{\sqrt2}{2}\right)^2 . \]

**Solution.** Suppose \(w\) lies in the squares of both \((n,m)\) and \((n',m')\). Then \(n-\tfrac12\le\operatorname{Re}w<n'+\tfrac12\), so \(n<n'+1\) and \(n\le n'\). By symmetry \(n=n'\), and likewise \(m=m'\). The squares are thus disjoint, and those of the counted points have total area \(N(R)\). For \(w\) in one of them,
\[ |w|\le|w-z_p|+|z_p|\le\tfrac{\sqrt2}{2}+R, \]
so they all fit in the larger disc. In the proof, `hd` is the disjointness, `hvol` the total area and `hsub` the inclusion.

```lean
/-- For `R ≥ 0` the lattice count is at most the area of the disc of radius `R + √2/2`. -/
theorem latticeCount_le {R : ℝ} (hR : 0 ≤ R) :
    (latticeCount R : ℝ) ≤ π * (R + √2 / 2) ^ 2 := by
  have hfin := latticeDisc_finite R
  have hc : latticeCount R = hfin.toFinset.card := Set.ncard_eq_toFinset_card _ hfin
  have hv : ∀ p, volume (cell p) = 1 := fun p => (cell_volume p).2
  -- different cells do not overlap
  have hd : (hfin.toFinset : Set (ℤ × ℤ)).PairwiseDisjoint cell := by
    intro p _ q _ hpq
    show Disjoint (cell p) (cell q)
    refine Set.disjoint_left.mpr fun w hp hq => hpq ?_
    obtain ⟨⟨a1, a2⟩, a3, a4⟩ := hp
    obtain ⟨⟨b1, b2⟩, b3, b4⟩ := hq
    have key : ∀ m n : ℤ, (m : ℝ) < n + 1 → m ≤ n := fun m n h =>
      Int.lt_add_one_iff.mp (by exact_mod_cast h)
    exact Prod.ext (le_antisymm (key _ _ (by linarith)) (key _ _ (by linarith)))
      (le_antisymm (key _ _ (by linarith)) (key _ _ (by linarith)))
  have hvol : volume (⋃ p ∈ hfin.toFinset, cell p) = (hfin.toFinset.card : ENNReal) := by
    rw [measure_biUnion_finset hd (fun p _ => (cell_volume p).1)]
    simp only [hv, Finset.sum_const, nsmul_eq_mul, mul_one]
  -- the cells of the counted points stay inside the larger disc
  have hsub : (⋃ p ∈ hfin.toFinset, cell p) ⊆ Metric.closedBall (0 : ℂ) (R + √2 / 2) := by
    refine Set.iUnion₂_subset fun p hp w hw => ?_
    have h1 := (mem_disc_iff hR p).mp (hfin.mem_toFinset.mp hp)
    have h2 := norm_add_le (w - point p) (point p)
    rw [sub_add_cancel] at h2
    rw [mem_closedBall_zero_iff]
    linarith [cell_radius hw]
  have h := measure_mono (μ := volume) hsub
  rw [hvol, disc_area (by positivity), ← ENNReal.ofReal_natCast,
    ENNReal.ofReal_le_ofReal_iff (by positivity)] at h
  rw [hc]
  exact h
```

## (g) A lower bound on the count

Show that for \(R\ge\sqrt2/2\)
\[ \pi\left(R-\tfrac{\sqrt2}{2}\right)^2\le N(R) . \]

**Solution.** Take \(|w|\le R-\sqrt2/2\) and round: \(n=\lfloor\operatorname{Re}w+\tfrac12\rfloor\), \(m=\lfloor\operatorname{Im}w+\tfrac12\rfloor\). Then \(w\in Q_p\) and
\[ |z_p|\le|w|+|w-z_p|\le R, \]
so \(p\) is counted. The counted squares cover the smaller disc, whose area is therefore at most \(N(R)\). Here `hsub` is the covering.

```lean
/-- For `R ≥ √2/2` the lattice count is at least the area of the disc of radius `R - √2/2`. -/
theorem le_latticeCount {R : ℝ} (hR : √2 / 2 ≤ R) :
    π * (R - √2 / 2) ^ 2 ≤ (latticeCount R : ℝ) := by
  have hR0 : 0 ≤ R := le_trans (by positivity) hR
  have hfin := latticeDisc_finite R
  have hc : latticeCount R = hfin.toFinset.card := Set.ncard_eq_toFinset_card _ hfin
  have hv : ∀ p, volume (cell p) = 1 := fun p => (cell_volume p).2
  -- rounding a point of the smaller disc gives a counted lattice point
  have hsub : Metric.closedBall (0 : ℂ) (R - √2 / 2) ⊆ ⋃ p ∈ hfin.toFinset, cell p := by
    intro w hw
    rw [mem_closedBall_zero_iff] at hw
    have hcell : w ∈ cell (⌊w.re + 1 / 2⌋, ⌊w.im + 1 / 2⌋) := by
      have a1 := Int.floor_le (w.re + 1 / 2)
      have a2 := Int.lt_floor_add_one (w.re + 1 / 2)
      have b1 := Int.floor_le (w.im + 1 / 2)
      have b2 := Int.lt_floor_add_one (w.im + 1 / 2)
      exact ⟨⟨by linarith, by linarith⟩, by linarith, by linarith⟩
    refine Set.mem_iUnion₂.mpr ⟨_, hfin.mem_toFinset.mpr ((mem_disc_iff hR0 _).mpr ?_), hcell⟩
    have h2 := norm_sub_le w (w - point (⌊w.re + 1 / 2⌋, ⌊w.im + 1 / 2⌋))
    rw [sub_sub_cancel] at h2
    linarith [cell_radius hcell]
  have h := (measure_mono (μ := volume) hsub).trans (measure_biUnion_finset_le _ _)
  simp only [hv, Finset.sum_const, nsmul_eq_mul, mul_one] at h
  rw [disc_area (by linarith), ← ENNReal.ofReal_natCast,
    ENNReal.ofReal_le_ofReal_iff (by positivity)] at h
  rw [hc]
  exact h
```

## (h) Bounds with whole-number margins

Show that for \(R\ge1\)
\[ \pi(R-1)^2\le N(R)\le\pi(R+1)^2 . \]

**Solution.** Since \(\sqrt2/2\le1\), we have \(0\le R-1\le R-\sqrt2/2\) and \(R+\sqrt2/2\le R+1\). Square these and use (f) and (g). At the smallest radius, \(R=1\), the counted points are the origin and its four neighbours, and indeed \(0\le5\le4\pi\).

```lean
/-- For `R ≥ 1` the lattice count lies between `π(R - 1)²` and `π(R + 1)²`. -/
theorem latticeCount_bounds {R : ℝ} (hR : 1 ≤ R) :
    π * (R - 1) ^ 2 ≤ latticeCount R ∧ (latticeCount R : ℝ) ≤ π * (R + 1) ^ 2 := by
  have h2 : √2 ≤ 2 := Real.sqrt_le_iff.mpr ⟨by norm_num, by norm_num⟩
  have h0 : 0 ≤ √2 := Real.sqrt_nonneg 2
  exact ⟨(mul_le_mul_of_nonneg_left (pow_le_pow_left₀ (by linarith) (by linarith) 2)
      Real.pi_pos.le).trans (le_latticeCount (by linarith)),
    (latticeCount_le (by linarith)).trans (mul_le_mul_of_nonneg_left
      (pow_le_pow_left₀ (by linarith) (by linarith) 2) Real.pi_pos.le)⟩
```

## (i) One error bound for all radii

Show that for \(R\ge0\)
\[ |N(R)-\pi R^2|\le\pi\left(\sqrt2R+\tfrac12\right). \]

**Solution.** Expanding the squares gives
\[ \pi\left(R\pm\tfrac{\sqrt2}{2}\right)^2=\pi R^2\pm\pi\sqrt2R+\tfrac{\pi}{2}. \]
The plus sign and (f) give the upper estimate. For \(R\ge\sqrt2/2\), the minus sign and (g) give \(N(R)-\pi R^2\ge-\pi\sqrt2R+\pi/2\), which is stronger than required. For \(R\le\sqrt2/2\), we have \(\pi R^2\le\pi/2\) and \(N(R)\ge0\), which suffices. The Lean proof splits at the same radius.

```lean
/-- For `R ≥ 0` the lattice count differs from the disc area `πR²` by at most
`π(√2 R + 1/2)`. -/
theorem latticeCount_error {R : ℝ} (hR : 0 ≤ R) :
    |(latticeCount R : ℝ) - π * R ^ 2| ≤ π * (√2 * R + 1 / 2) := by
  have h2 : √2 ^ 2 = 2 := Real.sq_sqrt (by norm_num)
  have hpi := Real.pi_pos
  rw [abs_le]
  constructor
  · rcases le_total (√2 / 2) R with h | h
    · have e : π * (R - √2 / 2) ^ 2 = π * R ^ 2 - π * (√2 * R + 1 / 2) + π := by
        linear_combination (π / 4) * h2
      linarith [le_latticeCount h]
    · -- below the threshold the disc area itself is within the error
      have h3 : R ^ 2 ≤ √2 * R + 1 / 2 := by
        have h4 := pow_le_pow_left₀ hR h 2
        have h5 : 0 ≤ √2 * R := by positivity
        rw [div_pow, h2] at h4
        linarith
      have h6 := mul_le_mul_of_nonneg_left h3 hpi.le
      have h7 : (0 : ℝ) ≤ latticeCount R := Nat.cast_nonneg _
      linarith
  · have e : π * (R + √2 / 2) ^ 2 = π * R ^ 2 + π * (√2 * R + 1 / 2) := by
      linear_combination (π / 4) * h2
    linarith [latticeCount_le hR]
```

## (j) A bound on the finite-size error of the mode density

Show that for \(k_F\ge0\) and \(L>0\)
\[ \left|\frac{M(L)}{L^2}-\frac{k_F^2}{4\pi}\right|\le\frac{\sqrt2\,k_F}{2L}+\frac{\pi}{2L^2}. \]

**Solution.** The condition \((2\pi/L)^2(n^2+m^2)\le k_F^2\) is \(n^2+m^2\le R^2\) with \(R=k_FL/(2\pi)\). Hence \(M(L)=N(R)\) and \(\pi R^2=k_F^2L^2/(4\pi)\). Dividing (i) by \(L^2\) gives
\[ \frac{\pi}{L^2}\left(\frac{\sqrt2\,k_FL}{2\pi}+\frac12\right)=\frac{\sqrt2\,k_F}{2L}+\frac{\pi}{2L^2}. \]
This is an upper bound; the error itself can be much smaller. In Lean, `hset` identifies the two sets, and `e1` and `e2` do the rescaling.

```lean
/-- For `L > 0` and `kF ≥ 0` the number of open modes per area differs from `kF²/(4π)` by at most
`√2 kF/(2L) + π/(2L²)`. -/
theorem modeDensity_error {kF L : ℝ} (hk : 0 ≤ kF) (hL : 0 < L) :
    |(modeCount kF L : ℝ) / L ^ 2 - kF ^ 2 / (4 * π)| ≤
      √2 * kF / (2 * L) + π / (2 * L ^ 2) := by
  have hpi := Real.pi_pos
  -- in units of 2π/L the Fermi disc has radius kF L/(2π)
  have hset : openModes kF L = latticeDisc (kF * L / (2 * π)) := by
    ext p
    have hpos : 0 < (2 * π / L) ^ 2 := by positivity
    have h1 : (2 * π * p.1 / L) ^ 2 + (2 * π * p.2 / L) ^ 2 =
        (2 * π / L) ^ 2 * ((p.1 : ℝ) ^ 2 + (p.2 : ℝ) ^ 2) := by ring
    have h2 : kF ^ 2 = (2 * π / L) ^ 2 * (kF * L / (2 * π)) ^ 2 := by
      field_simp
    simp only [openModes, latticeDisc, Set.mem_ofPred_eq]
    rw [h1, h2]
    exact ⟨fun h => le_of_mul_le_mul_left h hpos, fun h => mul_le_mul_of_nonneg_left h hpos.le⟩
  have hN : modeCount kF L = latticeCount (kF * L / (2 * π)) := by
    rw [modeCount, hset, latticeCount]
  have h := latticeCount_error (R := kF * L / (2 * π)) (by positivity)
  rw [← hN] at h
  have e1 : (modeCount kF L : ℝ) / L ^ 2 - kF ^ 2 / (4 * π) =
      (modeCount kF L - π * (kF * L / (2 * π)) ^ 2) / L ^ 2 := by
    field_simp
    ring
  have e2 : √2 * kF / (2 * L) + π / (2 * L ^ 2) =
      π * (√2 * (kF * L / (2 * π)) + 1 / 2) / L ^ 2 := by
    field_simp
  have hL2 : 0 < L ^ 2 := by positivity
  rw [e1, e2, abs_div, abs_of_pos hL2]
  exact div_le_div_of_nonneg_right h hL2.le
```

## (k) The mode density of a large contact

Show that for \(k_F\ge0\)
\[ \lim_{L\to\infty}\frac{M(L)}{L^2}=\frac{k_F^2}{4\pi}. \]

**Solution.** Both error terms in (j) vanish as \(L\to\infty\). Lean squeezes the distance to the limit between zero and that bound; `atTop` lets \(L\) grow through all real values. In the limiting case \(k_F=0\) only the mode \((0,0)\) is open, and \(1/L^2\to0\) as it should.

```lean
/-- Sharvin mode count: for `kF ≥ 0` the number of open transverse modes per area of a square
contact tends to `kF²/(4π)` as its side grows. -/
theorem sharvin_modeDensity {kF : ℝ} (hk : 0 ≤ kF) :
    Tendsto (fun L : ℝ => (modeCount kF L : ℝ) / L ^ 2) atTop (𝓝 (kF ^ 2 / (4 * π))) := by
  have hi : Tendsto (fun L : ℝ => L⁻¹) atTop (𝓝 0) := tendsto_inv_atTop_zero
  have h : Tendsto (fun L : ℝ => √2 * kF / 2 * L⁻¹ + π / 2 * L⁻¹ ^ 2) atTop
      (𝓝 (√2 * kF / 2 * 0 + π / 2 * 0 ^ 2)) :=
    (hi.const_mul _).add ((hi.pow 2).const_mul _)
  have h0 : √2 * kF / 2 * 0 + π / 2 * 0 ^ 2 = 0 := by ring
  rw [h0] at h
  rw [tendsto_iff_dist_tendsto_zero]
  refine squeeze_zero' (Eventually.of_forall fun _ => dist_nonneg) ?_ h
  filter_upwards [eventually_gt_atTop 0] with L hL
  rw [Real.dist_eq]
  exact (modeDensity_error hk hL).trans_eq (by ring)
```

## (l) The Sharvin resistance

Let each open mode contribute the conductance \(G_0\), and let \(r(L)\) be the contact resistance, so that \(r(L)\,G_0M(L)=1\) for every \(L>0\). Show that for \(k_F>0\)
\[ \lim_{L\to\infty}r(L)L^2=\frac{4\pi}{G_0k_F^2}. \]

**Solution.** The assumed relation forces \(G_0\ne0\), and
\[ r(L)L^2=\left(G_0\frac{M(L)}{L^2}\right)^{-1}. \]
By (k) the bracket tends to \(G_0k_F^2/(4\pi)\), which is non-zero, so the inverse converges too.

The relation enters Lean as the hypothesis `hr`. It stands for perfect transmission of every open mode at zero temperature and small bias, with the modes conducting in parallel; neither is derived from a scattering problem, and no Schottky barrier is included. For spin-degenerate electrons \(G_0=2e^2/h\), with \(e\) the elementary charge and \(h\) Planck's constant.

```lean
/-- Sharvin resistance: if each open mode conducts `G₀` and `r L` is the resistance of the
contact of side `L`, then for `kF > 0` resistance times area tends to `4π/(G₀ kF²)`. -/
theorem sharvin_resistance {kF G₀ : ℝ} (hk : 0 < kF) (r : ℝ → ℝ)
    (hr : ∀ L, 0 < L → r L * (G₀ * modeCount kF L) = 1) :
    Tendsto (fun L => r L * L ^ 2) atTop (𝓝 (4 * π / (G₀ * kF ^ 2))) := by
  have hpi := Real.pi_pos
  have hG : G₀ ≠ 0 := by
    intro h0
    have h1 := hr 1 one_pos
    rw [h0, zero_mul, mul_zero] at h1
    exact zero_ne_one h1
  have hne : G₀ * (kF ^ 2 / (4 * π)) ≠ 0 := mul_ne_zero hG (by positivity)
  have e : (G₀ * (kF ^ 2 / (4 * π)))⁻¹ = 4 * π / (G₀ * kF ^ 2) := by
    field_simp
  rw [← e]
  -- resistance times area is the inverse of the conductance per area
  refine (((sharvin_modeDensity hk.le).const_mul G₀).inv₀ hne).congr' ?_
  filter_upwards [eventually_gt_atTop 0] with L hL
  refine inv_eq_of_mul_eq_one_right ?_
  calc G₀ * ((modeCount kF L : ℝ) / L ^ 2) * (r L * L ^ 2)
      = r L * (G₀ * modeCount kF L) := by field_simp
    _ = 1 := hr L hL

end

end SharvinModeCount
```

```lean
#print axioms SharvinModeCount.latticeCount_bounds
-- 'SharvinModeCount.latticeCount_bounds' depends on axioms: [propext, Classical.choice, Quot.sound]
#print axioms SharvinModeCount.sharvin_modeDensity
-- 'SharvinModeCount.sharvin_modeDensity' depends on axioms: [propext, Classical.choice, Quot.sound]
#print axioms SharvinModeCount.sharvin_resistance
-- 'SharvinModeCount.sharvin_resistance' depends on axioms: [propext, Classical.choice, Quot.sound]
```
